# A mixing threshold for the self-consistent force constant of a classical quartic well

An atom sits at the top of a double well, as in a crystal whose high-symmetry structure is unstable at zero temperature. Its bare harmonic force constant is negative, yet thermal motion that samples the quartic walls can make the effective one positive. Self-consistent phonon theory fixes that value by a self-consistency condition, which can be solved by iteration: guess a force constant, compute the thermal spread, average the curvature over it, repeat. Does this loop settle, and how much of each new value should be mixed in?

## Stable mixing fractions

Take one displacement $q$ in the potential $V(q)=-\tfrac a2q^2+\tfrac b4q^4$, with $b>0$ and temperature $T>0$ in energy units ($k_B=1$). A double well has $a>0$. With $c=3bT$, the effective force constant $x$ is updated by

$$g(x)=-a+\frac cx .$$

For $c>0$ and any real $a$, $g$ has exactly one positive fixed point,

$$x_0=\frac{-a+\sqrt{a^2+4c}}2 .$$

With mixing fraction $u>0$, the update is $M(x)=(1-u)x+u\,g(x)$, and

$$|M'(x_0)|<1\quad\Longleftrightarrow\quad u<\frac{2x_0}{2x_0+a}.$$

The undamped loop, $u=1$, satisfies this exactly when $a<0$, so it fails for every double well.

## The update line in a phonon code

In this one-mode classical model, the loop body is

```
x_new = -a + 3*b*T/x
x     = (1-u)*x + u*x_new
```

A self-consistent phonon code that uses fixed-point iteration has the same structure, with a force-constant matrix for `x` and a displacement covariance for `T/x`. There the local test concerns the spectral radius of the update's Jacobian; the scalar formula shows the mechanism but doesn't supply the matrix threshold.

Take $a=1$, $c=2$, so $x_0=1$ and the threshold is $u<2/3$. The undamped loop started at $1.1$ gives approximately $0.818,\ 1.444,\ 0.385,\ 4.2,\ -0.524$. It then approaches $-2$, the other root of the fixed-point equation, which is no admissible force constant for a thermal oscillator. A convergence test on successive differences alone would accept it, so the code should also check the sign. With $u=1/3$ and a start at $2$, the first two iterates are $1.333$ and $1.056$.

## From the averaged curvature to the error factor

The curvature is $V''(q)=-a+3bq^2$. A classical harmonic oscillator with force constant $x>0$ has a centred Gaussian displacement distribution, whose variance $v$ obeys equipartition, $xv=T$. Hence

$$\langle V''\rangle=-a+3bv=-a+\frac{3bT}{x}=g(x).$$

For $x\ne0$, the equation $g(x)=x$ is equivalent to $x(x+a)=c$, or $x^2+ax-c=0$. The roots have product $-c<0$, so exactly one is positive: the $x_0$ above. Since $x_0(x_0+a)=c>0$, also $x_0+a>0$, and therefore $2x_0+a>0$.

Differentiating the mixed map and substituting $c=x_0(x_0+a)$ gives

$$M'(x_0)=1-u-\frac{uc}{x_0^2}=1-\frac{u(2x_0+a)}{x_0}.$$

For $u>0$ this is automatically below $1$. It exceeds $-1$ exactly when $u(2x_0+a)<2x_0$, which is the threshold. At $u=1$ the condition becomes $a<0$.

The error can also be factored without linearising. For $x\ne0$,

$$M(x)-x_0=(1-u)(x-x_0)+uc\left(\frac1x-\frac1{x_0}\right)
=\left(1-u-\frac{u(x_0+a)}x\right)(x-x_0).$$

For $u=1$ the factor is $-(x_0+a)/x$. If $a>0$, its modulus exceeds $1$ throughout $0<x<x_0+a$, an interval containing $x_0$. A sequence converging to $x_0$ would eventually remain there, where a non-zero error can't shrink. It must therefore hit $x_0$ exactly.

Now let $0<u\le x_0/(2x_0+a)$, half the threshold or less. Then $u(x_0+a)\le(1-u)x_0$, which also gives $u<1$. For $x\ge x_0$ the error factor lies between $0$ and $1-u$. The next iterate is again at or above $x_0$, and after $n$ steps the error is at most $(1-u)^n$ times the initial one.

## The Lean 4 file

```lean
import Mathlib

open MeasureTheory ProbabilityTheory Filter Topology
open scoped NNReal

namespace SelfConsistentPhonon

noncomputable section

/-- The quartic on-site potential `V(q) = -a q²/2 + b q⁴/4`. -/
def quarticWell (a b q : ℝ) : ℝ := -a / 2 * q ^ 2 + b / 4 * q ^ 4

/-- The self-consistent force-constant map `g(x) = -a + c/x`, for `x ≠ 0`. -/
def gapMap (a c x : ℝ) : ℝ := -a + c / x

/-- One iteration step with mixing `u`: the old force constant `x ≠ 0` is kept with weight
`1 - u` and the new one enters with weight `u`. -/
def mixedMap (a c u x : ℝ) : ℝ := (1 - u) * x + u * gapMap a c x

/-- The curvature of the quartic potential at displacement `q` is `-a + 3 b q²`. -/
theorem quarticWell_curvature (a b q : ℝ) :
    deriv (deriv (quarticWell a b)) q = -a + 3 * b * q ^ 2 := by
  have h1 : deriv (quarticWell a b) = fun q => -a * q + b * q ^ 3 := by
    funext y
    have h := ((hasDerivAt_pow 2 y).const_mul (-a / 2)).fun_add
      ((hasDerivAt_pow 4 y).const_mul (b / 4))
    refine Eq.trans (HasDerivAt.deriv h) ?_
    norm_num
    ring
  rw [h1]
  have h := ((hasDerivAt_id' q).const_mul (-a)).fun_add ((hasDerivAt_pow 3 q).const_mul b)
  refine Eq.trans (HasDerivAt.deriv h) ?_
  norm_num
  ring

/-- Averaging the curvature over a centred Gaussian whose variance `v` obeys classical
equipartition, `x v = T` with `x ≠ 0`, gives the force-constant map with `c = 3 b T`. -/
theorem average_curvature (a b T x : ℝ) (v : ℝ≥0) (hx : x ≠ 0) (hv : x * v = T) :
    ∫ q, deriv (deriv (quarticWell a b)) q ∂(gaussianReal 0 v) = gapMap a (3 * b * T) x := by
  have hL : MemLp (id : ℝ → ℝ) 2 (gaussianReal 0 v) := by
    exact_mod_cast memLp_id_gaussianReal (μ := 0) (v := v) 2
  have hint : Integrable (fun q : ℝ => q ^ 2) (gaussianReal 0 v) := hL.integrable_sq
  -- the second moment of the centred Gaussian is its variance
  have hsq : ∫ q : ℝ, q ^ 2 ∂(gaussianReal 0 v) = v := by
    have h0 : ∫ q : ℝ, id q ∂(gaussianReal 0 v) = 0 := by simp
    have h := variance_of_integral_eq_zero (μ := gaussianReal 0 v) aemeasurable_id h0
    rw [variance_id_gaussianReal] at h
    exact h.symm
  have hconst : ∫ _q : ℝ, (-a) ∂(gaussianReal 0 v) = -a := by simp
  have hdiv : 3 * b * (x * v) / x = 3 * b * v := by
    rw [div_eq_iff hx]
    ring
  simp_rw [quarticWell_curvature]
  rw [integral_add (integrable_const _) (hint.const_mul _), integral_const_mul, hsq, hconst,
    gapMap, ← hv, hdiv]

/-- A non-zero force constant is self-consistent exactly when `x (x + a) = c`. -/
theorem fixed_iff {a c x : ℝ} (hx : x ≠ 0) : gapMap a c x = x ↔ x * (x + a) = c := by
  have h : c / x = x + a ↔ c = (x + a) * x := div_eq_iff hx
  unfold gapMap
  constructor
  · intro h1
    linarith [h.1 (by linarith)]
  · intro h1
    linarith [h.2 (by linarith)]

/-- For `c > 0` there is exactly one positive self-consistent force constant,
`(-a + √(a² + 4c))/2`. -/
theorem positive_fixed_iff {a c : ℝ} (hc : 0 < c) (x : ℝ) :
    (0 < x ∧ gapMap a c x = x) ↔ x = (-a + √(a ^ 2 + 4 * c)) / 2 := by
  have hs : √(a ^ 2 + 4 * c) ^ 2 = a ^ 2 + 4 * c := Real.sq_sqrt (by positivity)
  have hlt : a < √(a ^ 2 + 4 * c) := Real.lt_sqrt_of_sq_lt (by linarith)
  constructor
  · rintro ⟨hx, hfix⟩
    have h := (fixed_iff hx.ne').1 hfix
    have hpos : 0 < x + a := (mul_pos_iff_of_pos_left hx).1 (by rw [h]; exact hc)
    -- `2x + a` is the non-negative root of the discriminant
    have hroot : √(a ^ 2 + 4 * c) = 2 * x + a := by
      rw [show a ^ 2 + 4 * c = (2 * x + a) ^ 2 by rw [← h]; ring]
      exact Real.sqrt_sq (by linarith)
    rw [hroot]
    ring
  · intro h
    have hx : 0 < x := by rw [h]; linarith
    refine ⟨hx, (fixed_iff hx.ne').2 ?_⟩
    rw [h]
    linear_combination hs / 4

/-- At a non-zero self-consistent force constant `x0` the mixed map has slope
`1 - u (2 x0 + a)/x0`. -/
theorem mixedMap_hasDerivAt {a c x0 : ℝ} (u : ℝ) (h0 : x0 ≠ 0) (hfix : gapMap a c x0 = x0) :
    HasDerivAt (mixedMap a c u) (1 - u * (2 * x0 + a) / x0) x0 := by
  have h := ((hasDerivAt_id' x0).const_mul (1 - u)).fun_add
    ((((hasDerivAt_inv h0).const_mul c).const_add (-a)).const_mul u)
  have hf : mixedMap a c u = fun x => (1 - u) * x + u * (-a + c * x⁻¹) := by
    funext x
    simp only [mixedMap, gapMap, div_eq_mul_inv]
  rw [hf]
  refine HasDerivAt.congr_deriv h ?_
  rw [← (fixed_iff h0).1 hfix]
  field_simp
  ring

/-- For `c > 0` and mixing `u > 0`, the slope of the mixed map at the positive self-consistent
force constant `x0` has modulus below one exactly when `u < 2 x0/(2 x0 + a)`. -/
theorem mixing_stable_iff {a c u x0 : ℝ} (hc : 0 < c) (hu : 0 < u) (hx : 0 < x0)
    (hfix : gapMap a c x0 = x0) :
    |deriv (mixedMap a c u) x0| < 1 ↔ u < 2 * x0 / (2 * x0 + a) := by
  have h := (fixed_iff hx.ne').1 hfix
  have hpos : 0 < x0 + a := (mul_pos_iff_of_pos_left hx).1 (by rw [h]; exact hc)
  have hD : 0 < 2 * x0 + a := by linarith
  have hr : 0 < u * (2 * x0 + a) / x0 := by positivity
  have h2 : u * (2 * x0 + a) / x0 < 2 ↔ u * (2 * x0 + a) < 2 * x0 := div_lt_iff₀ hx
  rw [(mixedMap_hasDerivAt u hx.ne' hfix).deriv, abs_lt, lt_div_iff₀ hD, ← h2]
  constructor
  · intro h3
    linarith [h3.1]
  · intro h3
    constructor <;> linarith

/-- For `c > 0`, the undamped map has slope of modulus below one at its positive fixed point
exactly when `a < 0`. -/
theorem undamped_stable_iff {a c x0 : ℝ} (hc : 0 < c) (hx : 0 < x0)
    (hfix : gapMap a c x0 = x0) : |deriv (gapMap a c) x0| < 1 ↔ a < 0 := by
  have h := (fixed_iff hx.ne').1 hfix
  have hpos : 0 < x0 + a := (mul_pos_iff_of_pos_left hx).1 (by rw [h]; exact hc)
  have hf : gapMap a c = mixedMap a c 1 := by
    funext x
    unfold mixedMap
    ring
  rw [hf, mixing_stable_iff hc one_pos hx hfix, lt_div_iff₀ (by linarith)]
  constructor <;> intro h1 <;> linarith

/-- One mixed step from `x ≠ 0` multiplies the signed error from a non-zero self-consistent force
constant `x0` by exactly `1 - u - u (x0 + a)/x`. -/
theorem mixed_error {a c x0 x : ℝ} (u : ℝ) (h0 : x0 ≠ 0) (hfix : gapMap a c x0 = x0)
    (hx : x ≠ 0) :
    mixedMap a c u x - x0 = (1 - u - u * (x0 + a) / x) * (x - x0) := by
  unfold mixedMap gapMap
  rw [← (fixed_iff h0).1 hfix]
  field_simp
  ring

/-- For `a > 0`, a sequence that follows the undamped map wherever it is non-zero can converge to
the positive self-consistent force constant `x0` only by hitting it exactly. -/
theorem undamped_not_convergent {a c x0 : ℝ} (ha : 0 < a) (hx : 0 < x0)
    (hfix : gapMap a c x0 = x0) (x : ℕ → ℝ)
    (hstep : ∀ n, x n ≠ 0 → x (n + 1) = gapMap a c (x n))
    (hlim : Tendsto x atTop (𝓝 x0)) : ∃ n, x n = x0 := by
  by_contra hne
  push Not at hne
  obtain ⟨N, hN⟩ := eventually_atTop.1
    (hlim.eventually (Ioo_mem_nhds hx (show x0 < x0 + a by linarith)))
  -- from step `N` on, the error never falls below its value at step `N`
  have hgrow : ∀ k, |x N - x0| ≤ |x (N + k) - x0| := by
    intro k
    induction k with
    | zero => exact le_refl _
    | succ k ih =>
      obtain ⟨hp, hq⟩ := hN (N + k) (by omega)
      have he := mixed_error 1 hx.ne' hfix hp.ne'
      have hm : mixedMap a c 1 (x (N + k)) = x (N + k + 1) := by
        rw [hstep _ hp.ne']
        unfold mixedMap
        ring
      have hfac : 1 ≤ (x0 + a) / x (N + k) := (one_le_div hp).2 hq.le
      rw [hm, show (1 : ℝ) - 1 - 1 * (x0 + a) / x (N + k) = -((x0 + a) / x (N + k)) by ring] at he
      have hfpos : 0 < (x0 + a) / x (N + k) := by linarith
      rw [← add_assoc, he, abs_mul, abs_neg, abs_of_pos hfpos]
      exact ih.trans (le_mul_of_one_le_left (abs_nonneg _) hfac)
  have hpos : 0 < |x N - x0| := abs_pos.2 (sub_ne_zero.2 (hne N))
  obtain ⟨M, hM⟩ := Metric.tendsto_atTop.1 hlim _ hpos
  have h1 := hM (N + M) (by omega)
  rw [Real.dist_eq] at h1
  linarith [hgrow M]

/-- For `c > 0` and `0 < u ≤ x0/(2 x0 + a)`, mixed iteration from any start `x ≥ x0` stays at or
above the positive self-consistent `x0`, with error after `n` steps at most `(1-u)^n (x - x0)`. -/
theorem damped_convergence {a c u x0 x : ℝ} (hc : 0 < c) (hu : 0 < u) (hx : 0 < x0)
    (hfix : gapMap a c x0 = x0) (hmix : u ≤ x0 / (2 * x0 + a)) (hstart : x0 ≤ x) (n : ℕ) :
    x0 ≤ (mixedMap a c u)^[n] x ∧
      (mixedMap a c u)^[n] x - x0 ≤ (1 - u) ^ n * (x - x0) := by
  have h := (fixed_iff hx.ne').1 hfix
  have hpos : 0 < x0 + a := (mul_pos_iff_of_pos_left hx).1 (by rw [h]; exact hc)
  rw [le_div_iff₀ (by linarith)] at hmix
  have hup : 0 < u * (x0 + a) := mul_pos hu hpos
  have hu1 : 0 < 1 - u := (mul_pos_iff_of_pos_right hx).1 (by linarith)
  induction n with
  | zero => simp [hstart]
  | succ n ih =>
    rw [Function.iterate_succ_apply']
    obtain ⟨h1, h2⟩ := ih
    set y := (mixedMap a c u)^[n] x
    have hy : 0 < y := lt_of_lt_of_le hx h1
    have he := mixed_error u hx.ne' hfix hy.ne'
    -- the error factor lies between `0` and `1 - u`
    have hq0 : 0 < u * (x0 + a) / y := div_pos hup hy
    have hq1 : u * (x0 + a) / y ≤ 1 - u := by
      rw [div_le_iff₀ hy]
      linarith [mul_le_mul_of_nonneg_left h1 hu1.le]
    have hd : 0 ≤ y - x0 := by linarith
    constructor
    · have h3 := mul_nonneg (sub_nonneg.2 hq1) hd
      linarith
    · calc mixedMap a c u y - x0 = (1 - u - u * (x0 + a) / y) * (y - x0) := he
        _ ≤ (1 - u) * (y - x0) := mul_le_mul_of_nonneg_right (by linarith) hd
        _ ≤ (1 - u) * ((1 - u) ^ n * (x - x0)) := mul_le_mul_of_nonneg_left h2 hu1.le
        _ = (1 - u) ^ (n + 1) * (x - x0) := by ring

end

end SelfConsistentPhonon
```

```lean
#print axioms SelfConsistentPhonon.mixing_stable_iff
#print axioms SelfConsistentPhonon.undamped_stable_iff
#print axioms SelfConsistentPhonon.undamped_not_convergent
#print axioms SelfConsistentPhonon.damped_convergence
```

```
'SelfConsistentPhonon.mixing_stable_iff' depends on axioms: [propext, Classical.choice, Quot.sound]
'SelfConsistentPhonon.undamped_stable_iff' depends on axioms: [propext, Classical.choice, Quot.sound]
'SelfConsistentPhonon.undamped_not_convergent' depends on axioms: [propext, Classical.choice, Quot.sound]
'SelfConsistentPhonon.damped_convergence' depends on axioms: [propext, Classical.choice, Quot.sound]
```

## Reading the theorems and their proofs

**Physical input.** `quarticWell` is $V$, `gapMap a c` is $g$, and `mixedMap a c u` is $M$. In `average_curvature`, `gaussianReal 0 v` is the Gaussian with mean zero and variance `v`, not standard deviation `v`. Equipartition enters as the hypothesis `x * v = T`; it isn't derived from a Boltzmann distribution. The proof uses `quarticWell_curvature` for $V''$, obtains the second moment from the variance, and splits the integral by linearity. The choice of a Gaussian average as the closure is likewise an assumption of the model.

**The fixed point.** `fixed_iff` clears the denominator. `positive_fixed_iff` says that a number is positive and self-consistent if and only if it equals the explicit root, which gives existence and uniqueness together. One direction identifies the square root with $2x+a$; the other substitutes the root into the quadratic. Later theorems take any `x0` with `gapMap a c x0 = x0` and the sign condition they need.

**The threshold.** `mixedMap_hasDerivAt` assembles the derivative and eliminates $c$ through `fixed_iff`. `mixing_stable_iff` splits the absolute value into two inequalities and clears the positive denominators. Its hypothesis `0 < u` matters: $u=0$ satisfies the right-hand inequality whenever $x_0>0$ and $2x_0+a>0$, but the slope is then $1$, so the equivalence would be false. `undamped_stable_iff` sets $u=1$.

**Behaviour of the iteration.** A slope test is local, and failing it does not by itself exclude convergence. That is why `undamped_not_convergent` is a separate theorem, for $a>0$. It uses `mixed_error`, the exact factorisation, and an induction showing that the error never falls below its value at some late step `N`; this contradicts convergence unless the sequence hits `x0`. The update rule is required only at non-zero iterates, so a code may restart in any way after reaching zero. This avoids relying on Lean's convention that division by zero returns zero.

`damped_convergence` proves the lower bound and the geometric error bound together by induction, with `(mixedMap a c u)^[n] x` denoting $n$ updates from `x`. The lower bound keeps each denominator positive and the error factor between $0$ and $1-u$.

**Range of validity.** The error bound from a distant start is proved for $x\ge x_0$ and $0<u\le x_0/(2x_0+a)$. For a double well, $x=\sqrt c$ is such a start, because $x_0^2<x_0(x_0+a)=c$. Between that value of $u$ and the full threshold, the file establishes only the slope condition. At $a=0$ the undamped slope is $-1$, and the loop alternates between $x$ and $c/x$.

The model has one classical mode with fixed $a$, $b$ and $T$. Its $x_0$ is positive at every $T>0$, so the sign of $x_0$ can't locate a structural transition. Quantum zero-point motion would change the relation between force constant and variance, and with it the threshold. Coupling between modes, sampling noise in the averages and floating-point rounding are also absent.
